# Reweighting independent copies to a different temperature: exponential loss of effective samples when the energy is not constant

## Definitions and conventions

A system has finitely many states $i$, collected in the type `ι`, with real energies $E_i$, written `E i` in Lean. A degenerate level is entered as several states. The inverse temperature $\beta$ may be any real number, in units that make $\beta E_i$ dimensionless.

```lean
import Mathlib

open Filter Topology

noncomputable section

namespace HistogramReweighting

variable {ι : Type*} [Fintype ι]
```

The partition function is $Z(\beta)=\sum_i e^{-\beta E_i}$.

```lean
/-- The canonical partition function of a finite system with energies `E` at inverse
temperature `β`. -/
def partitionFn (E : ι → ℝ) (β : ℝ) : ℝ := ∑ i, Real.exp (-β * E i)
```

The canonical average of an observable $f$ is $\langle f\rangle_\beta = Z(\beta)^{-1}\sum_i f_i e^{-\beta E_i}$.

```lean
/-- The canonical average of an observable `f` at inverse temperature `β`, for a system with
at least one state. -/
def canonicalAvg (E : ι → ℝ) (β : ℝ) (f : ι → ℝ) : ℝ :=
  (∑ i, f i * Real.exp (-β * E i)) / partitionFn E β
```

Histogram reweighting takes samples drawn at $\beta$ and uses them to estimate averages at $\beta+d$. Each sample then carries the weight $w_i=e^{-dE_i}$.

```lean
/-- The weight `exp (-d E)` that carries samples from `β` to `β + d`. -/
def weight (E : ι → ℝ) (d : ℝ) (i : ι) : ℝ := Real.exp (-d * E i)
```

The effective sample fraction is
$$F(\beta,d)=\frac{\langle w\rangle_\beta^2}{\langle w^2\rangle_\beta}.$$
It measures how evenly the weight is spread. For $n$ independent samples, call $nF$ the nominal effective number. For a fixed system, the ratio of $nF$ to the count $(\sum_s w_s)^2/\sum_s w_s^2$ computed from the samples $s$ tends to one as $n\to\infty$. That count is never below one, whereas $nF$ can be. The fraction $F$ is built from exact ensemble averages, so correlations along a Monte Carlo trajectory do not enter.

```lean
/-- The effective sample fraction `⟨w⟩² / ⟨w²⟩` of reweighting from `β` to `β + d`, with
averages taken at `β`, for a system with at least one state. -/
def sampleFraction (E : ι → ℝ) (β d : ℝ) : ℝ :=
  canonicalAvg E β (weight E d) ^ 2 / canonicalAvg E β (fun i => weight E d i ^ 2)
```

A configuration $x$ of $N$ copies assigns a state $x_k$ to each copy $k$; in Lean it is a function `Fin N → ι`. The copies are distinguishable and do not interact, so the total energy is $\sum_k E_{x_k}$. Write $Z_N$ and $F_N$ for the partition function and sample fraction of this combined system.

```lean
/-- The energy of a configuration of `N` independent copies. -/
def totalEnergy (E : ι → ℝ) (N : ℕ) (x : Fin N → ι) : ℝ := ∑ k, E (x k)
```

Finally, one combination of single-copy partition functions gets a name:
$$r=\frac{Z(\beta+d)^2}{Z(\beta)\,Z(\beta+2d)}.$$

```lean
/-- The ratio `Z(β+d)² / (Z(β) Z(β+2d))` of partition functions, for a system with at least
one state. -/
def reweightingBase (E : ι → ℝ) (β d : ℝ) : ℝ :=
  partitionFn E (β + d) ^ 2 / (partitionFn E β * partitionFn E (β + 2 * d))
```

## (a) Positivity of the partition function

**Task.** For a system with at least one state, show that $Z(\beta)>0$.

**Solution.** Every term $e^{-\beta E_i}$ is positive, and the sum has at least one term.

```lean
/-- The partition function of a system with at least one state is positive. -/
theorem partitionFn_pos [Nonempty ι] (E : ι → ℝ) (β : ℝ) : 0 < partitionFn E β :=
  Finset.sum_pos (fun _ _ => Real.exp_pos _) Finset.univ_nonempty
```

The assumption `[Nonempty ι]` says that there is a state. The result permits the divisions by $Z$ below.

## (b) The partition function of the copies

**Task.** Show that the partition function of $N$ copies is
$$Z_N(\beta)=Z(\beta)^N.$$

**Solution.** The exponential of a sum is a product, and summing over all configurations sums over each $x_k$ independently:
$$Z_N(\beta)=\sum_x e^{-\beta\sum_k E_{x_k}}=\sum_x\prod_k e^{-\beta E_{x_k}}=\Big(\sum_i e^{-\beta E_i}\Big)^N .$$
For $N=0$ there is one empty configuration of energy zero, and both sides are 1.

```lean
/-- The partition function of `N` independent copies is the `N`-th power of that of one copy. -/
theorem partitionFn_total (E : ι → ℝ) (N : ℕ) (β : ℝ) :
    partitionFn (totalEnergy E N) β = partitionFn E β ^ N := by
  unfold partitionFn totalEnergy
  rw [Fintype.sum_pow]
  refine Finset.sum_congr rfl fun x _ => ?_
  rw [← Real.exp_sum, Finset.mul_sum]
```

Lean reads the chain from right to left. `Fintype.sum_pow` expands the power into a sum over configurations, and `Real.exp_sum` gathers each product into one exponential.

## (c) The mean weight

**Task.** Express the mean weight through partition functions:
$$\langle w\rangle_\beta=\frac{Z(\beta+d)}{Z(\beta)}.$$

**Solution.** Since $e^{-dE_i}e^{-\beta E_i}=e^{-(\beta+d)E_i}$, the numerator of the average is $\sum_i e^{-(\beta+d)E_i}=Z(\beta+d)$.

```lean
/-- The average weight at `β` is the ratio of the target to the sampled partition function. -/
theorem canonicalAvg_weight (E : ι → ℝ) (β d : ℝ) :
    canonicalAvg E β (weight E d) = partitionFn E (β + d) / partitionFn E β := by
  have h : ∑ i, weight E d i * Real.exp (-β * E i) = partitionFn E (β + d) := by
    unfold partitionFn weight
    refine Finset.sum_congr rfl fun i _ => ?_
    rw [← Real.exp_add]
    congr 1
    ring
  rw [canonicalAvg, h]
```

The auxiliary statement `h` is this identity for the numerator.

## (d) The sample fraction of any finite system

**Task.** For a system with at least one state, show that
$$F(\beta,d)=r.$$

**Solution.** The squared weight is $w_i^2=e^{-2dE_i}$, the weight for the shift $2d$. Part (c), used once with $d$ and once with $2d$, gives
$$F(\beta,d)=\frac{Z(\beta+d)^2/Z(\beta)^2}{Z(\beta+2d)/Z(\beta)}=\frac{Z(\beta+d)^2}{Z(\beta)Z(\beta+2d)}=r.$$

```lean
/-- For any finite system with at least one state, the effective sample fraction is
`Z(β+d)² / (Z(β) Z(β+2d))`. -/
theorem sampleFraction_eq [Nonempty ι] (E : ι → ℝ) (β d : ℝ) :
    sampleFraction E β d = reweightingBase E β d := by
  -- the squared weight is the weight of the doubled shift
  have h : (fun i => weight E d i ^ 2) = weight E (2 * d) := by
    funext i
    unfold weight
    rw [sq, ← Real.exp_add]
    congr 1
    ring
  have h0 := (partitionFn_pos E β).ne'
  have h2 := (partitionFn_pos E (β + 2 * d)).ne'
  rw [sampleFraction, h, canonicalAvg_weight, canonicalAvg_weight, reweightingBase]
  field_simp
```

Here `h` is the statement about the squared weight, and `field_simp` cancels the common factor $Z(\beta)$.

## (e) A strict inequality from the variance of the weight

**Task.** Suppose that two states have different energies and that $d\neq0$. Show that
$$Z(\beta+d)^2<Z(\beta)\,Z(\beta+2d).$$

**Solution.** Let $E_i\neq E_j$. Since $d\ne0$ and the exponential is injective, $w_i\neq w_j$. For any real $m$, with $k$ now running over states, expand
$$\sum_k (w_k-m)^2e^{-\beta E_k}=Z(\beta+2d)-2mZ(\beta+d)+m^2Z(\beta).$$
No term on the left is negative. At least one is positive, because $w_i$ and $w_j$ cannot both equal $m$. Choosing the mean weight $m=Z(\beta+d)/Z(\beta)$ gives
$$0<Z(\beta+2d)-\frac{Z(\beta+d)^2}{Z(\beta)},$$
and multiplying by $Z(\beta)>0$ finishes the argument. With this $m$, the sum divided by $Z(\beta)$ is the variance of $w$ at $\beta$.

```lean
/-- If the energy is not constant and `d ≠ 0`, then `Z(β+d)² < Z(β) Z(β+2d)`. -/
theorem partitionFn_sq_lt (E : ι → ℝ) (β : ℝ) {d : ℝ} (hd : d ≠ 0)
    (hE : ∃ i j, E i ≠ E j) :
    partitionFn E (β + d) ^ 2 < partitionFn E β * partitionFn E (β + 2 * d) := by
  obtain ⟨i, j, hij⟩ := hE
  have : Nonempty ι := ⟨i⟩
  have hZ := partitionFn_pos E β
  have hne : weight E d i ≠ weight E d j := by
    intro h
    have h' : Real.exp (-d * E i) = Real.exp (-d * E j) := h
    exact hij (mul_left_cancel₀ (neg_ne_zero.mpr hd) (Real.exp_injective h'))
  -- the unnormalised second moment of the weight about any number m
  have expand : ∀ m : ℝ, ∑ k, (weight E d k - m) ^ 2 * Real.exp (-β * E k) =
      partitionFn E (β + 2 * d) - 2 * m * partitionFn E (β + d)
        + m ^ 2 * partitionFn E β := by
    intro m
    unfold partitionFn
    rw [Finset.mul_sum, Finset.mul_sum, ← Finset.sum_sub_distrib, ← Finset.sum_add_distrib]
    refine Finset.sum_congr rfl fun k _ => ?_
    have h1 : Real.exp (-(β + d) * E k) = weight E d k * Real.exp (-β * E k) := by
      unfold weight
      rw [← Real.exp_add]
      congr 1
      ring
    have h2 : Real.exp (-(β + 2 * d) * E k)
        = weight E d k * (weight E d k * Real.exp (-β * E k)) := by
      unfold weight
      rw [← Real.exp_add, ← Real.exp_add]
      congr 1
      ring
    rw [h1, h2]
    ring
  -- it is positive, because the weight takes two different values
  have pos : ∀ m : ℝ, 0 < ∑ k, (weight E d k - m) ^ 2 * Real.exp (-β * E k) := by
    intro m
    have hk : ∃ k, weight E d k ≠ m := by
      by_contra hc
      have hc' : ∀ k, weight E d k = m := fun k => by
        by_contra h
        exact hc ⟨k, h⟩
      exact hne ((hc' i).trans (hc' j).symm)
    obtain ⟨k, hk⟩ := hk
    have hsq : 0 < (weight E d k - m) ^ 2 :=
      lt_of_le_of_ne (sq_nonneg _) (Ne.symm (pow_ne_zero 2 (sub_ne_zero.mpr hk)))
    exact Finset.sum_pos' (fun l _ => mul_nonneg (sq_nonneg _) (Real.exp_pos _).le)
      ⟨k, Finset.mem_univ k, mul_pos hsq (Real.exp_pos _)⟩
  -- choose m as the mean weight
  have h := pos (partitionFn E (β + d) / partitionFn E β)
  rw [expand] at h
  have e : partitionFn E (β + 2 * d)
      - 2 * (partitionFn E (β + d) / partitionFn E β) * partitionFn E (β + d)
      + (partitionFn E (β + d) / partitionFn E β) ^ 2 * partitionFn E β
      = partitionFn E (β + 2 * d) - partitionFn E (β + d) ^ 2 / partitionFn E β := by
    have hZ' := hZ.ne'
    field_simp
    ring
  rw [e] at h
  have h' := (div_lt_iff₀ hZ).mp (sub_pos.mp h)
  linarith
```

The hypothesis `hE` supplies the two states and `hne` says that their weights differ. The steps `expand` and `pos` are the expansion and its positivity, both for arbitrary $m$; the mean weight is inserted afterwards.

## (f) Exponential decay with the number of copies

**Task.** Under the assumptions of (e), show that for every $N$
$$F_N(\beta,d)=r^N,\qquad 0<r<1.$$

**Solution.** The copies together form a finite system, so (d) applies to them. Inserting (b) gives
$$F_N(\beta,d)=\frac{\big(Z(\beta+d)^N\big)^2}{Z(\beta)^N Z(\beta+2d)^N}=r^N.$$
Positivity of $r$ follows from (a), and $r<1$ is (e) divided by $Z(\beta)Z(\beta+2d)$.

**A two-level instance.** Take energies 0 and 1, $\beta=0$ and $d=\ln 2$. Then $Z(0)=2$, $Z(\ln2)=\tfrac32$ and $Z(2\ln2)=\tfrac54$, so
$$r=\frac{9/4}{5/2}=\frac{9}{10}.$$
The definition agrees: the weights are $1$ and $\tfrac12$, with mean $\tfrac34$ and mean square $\tfrac58$, and $\tfrac{9}{16}\big/\tfrac58=\tfrac9{10}$. For 100 copies the fraction is $0.9^{100}\approx2.7\times10^{-5}$, so a million independent samples have a nominal effective number of about 27.

```lean
/-- For `N` independent copies of a finite system with nonconstant energy and `d ≠ 0`, the
effective sample fraction is the `N`-th power of `Z(β+d)² / (Z(β) Z(β+2d))`, a number strictly
between zero and one. -/
theorem sampleFraction_copies (E : ι → ℝ) (β : ℝ) {d : ℝ} (hd : d ≠ 0)
    (hE : ∃ i j, E i ≠ E j) (N : ℕ) :
    sampleFraction (totalEnergy E N) β d = reweightingBase E β d ^ N ∧
      0 < reweightingBase E β d ∧ reweightingBase E β d < 1 := by
  have : Nonempty ι := ⟨hE.choose⟩
  have h0 := partitionFn_pos E β
  have h1 := partitionFn_pos E (β + d)
  have h2 := partitionFn_pos E (β + 2 * d)
  refine ⟨?_, div_pos (pow_pos h1 2) (mul_pos h0 h2), ?_⟩
  · rw [sampleFraction_eq]
    simp only [reweightingBase, partitionFn_total]
    rw [div_pow, mul_pow, ← pow_mul, ← pow_mul, mul_comm N 2]
  · rw [reweightingBase, div_lt_one (mul_pos h0 h2)]
    exact partitionFn_sq_lt E β hd hE
```

The first bullet of the proof combines (d) and (b) and rearranges the powers; the second applies (e). For simulation practice this means that, in a cell made of non-interacting identical units and at a fixed temperature shift, the number of samples needed to keep a given nominal effective number grows exponentially with cell size. Interacting atoms and continuous coordinates lie beyond this model.

## (g) When nothing is lost

**Task.** For a system with at least one state, show that
$$r=1\iff d=0\ \text{ or }\ E_i=E_j\text{ for all }i,j.$$

**Solution.** If $d\neq0$ and the energy is not constant, (e) gives $r<1$, so $r=1$ forces one of the two alternatives. Conversely, $d=0$ gives $r=Z(\beta)^2/Z(\beta)^2=1$. If all energies equal $E_{i_0}$ and there are $g$ states, then $Z(b)=g\,e^{-bE_{i_0}}$ for every $b$, and
$$Z(\beta+d)^2=g^2e^{-(2\beta+2d)E_{i_0}}=Z(\beta)Z(\beta+2d).$$

```lean
/-- For a system with at least one state, the base equals one exactly when the temperature is
not shifted or the energy is constant. -/
theorem reweightingBase_eq_one_iff [Nonempty ι] (E : ι → ℝ) (β d : ℝ) :
    reweightingBase E β d = 1 ↔ d = 0 ∨ ∀ i j, E i = E j := by
  have h0 := partitionFn_pos E β
  have h2 := partitionFn_pos E (β + 2 * d)
  rw [reweightingBase, div_eq_one_iff_eq (mul_pos h0 h2).ne']
  constructor
  · intro h
    by_contra hc
    rw [not_or] at hc
    obtain ⟨hd, hE⟩ := hc
    have hE' : ∃ i j, E i ≠ E j := by
      by_contra hn
      exact hE fun i j => by
        by_contra hij
        exact hn ⟨i, j, hij⟩
    exact (partitionFn_sq_lt E β hd hE').ne h
  · rintro (rfl | hc)
    · rw [mul_zero, add_zero, sq]
    · -- constant energy: every partition function is a single exponential times the state count
      obtain ⟨i₀⟩ := ‹Nonempty ι›
      have hZ : ∀ b, partitionFn E b = (Fintype.card ι : ℝ) * Real.exp (-b * E i₀) := by
        intro b
        unfold partitionFn
        calc ∑ i, Real.exp (-b * E i) = ∑ _i : ι, Real.exp (-b * E i₀) :=
              Finset.sum_congr rfl fun i _ => by rw [hc i i₀]
          _ = _ := by rw [Finset.sum_const, Finset.card_univ, nsmul_eq_mul]
      have he : Real.exp (-(β + d) * E i₀) ^ 2
          = Real.exp (-β * E i₀) * Real.exp (-(β + 2 * d) * E i₀) := by
        rw [sq, ← Real.exp_add, ← Real.exp_add]
        congr 1
        ring
      rw [hZ, hZ, hZ]
      linear_combination (Fintype.card ι : ℝ) ^ 2 * he
```

Lean first turns $r=1$ into equality of numerator and denominator. In the constant case, `hZ` is the formula for $Z(b)$, `he` matches the exponentials, and `linear_combination` multiplies `he` by $g^2$.

## (h) Polynomial sampling budgets

**Task.** Keep the assumptions of (e) and let $N^p$ samples be spent on $N$ copies, with $p$ a fixed natural number. Show that the nominal effective number of samples tends to zero:
$$N^pF_N(\beta,d)\longrightarrow0\qquad(N\to\infty).$$

**Solution.** By (f) the sequence is $a_N=N^pr^N$. For $N\ge1$,
$$\frac{a_{N+1}}{a_N}=\Big(1+\frac1N\Big)^p r\longrightarrow r<1.$$
Pick $q$ with $r<q<1$. From some $N$ onwards each term is at most $q$ times the one before, so the positive sequence lies below a decaying geometric one and tends to zero.

```lean
/-- For nonconstant energy and `d ≠ 0`, a budget of `N ^ p` samples for `N` copies, with any fixed
power `p`, has a nominal effective number (budget times effective sample fraction) that tends to
zero as `N` grows. -/
theorem polynomial_budget_fails (E : ι → ℝ) (β : ℝ) {d : ℝ} (hd : d ≠ 0)
    (hE : ∃ i j, E i ≠ E j) (p : ℕ) :
    Tendsto (fun N : ℕ => (N : ℝ) ^ p * sampleFraction (totalEnergy E N) β d)
      atTop (𝓝 0) := by
  obtain ⟨-, hpos, hlt⟩ := sampleFraction_copies E β hd hE 0
  have h : (fun N : ℕ => (N : ℝ) ^ p * sampleFraction (totalEnergy E N) β d)
      = fun N : ℕ => (N : ℝ) ^ p * reweightingBase E β d ^ N := by
    funext N
    rw [(sampleFraction_copies E β hd hE N).1]
  rw [h]
  exact tendsto_pow_const_mul_const_pow_of_abs_lt_one p (by rwa [abs_of_pos hpos])

end HistogramReweighting
```

`Tendsto … atTop (𝓝 0)` is the limit $N\to\infty$, with $\beta$, $d$ and $p$ held fixed. The proof replaces $F_N$ by $r^N$ and then calls a Mathlib lemma for the limit of $N^pr^N$ in place of the ratio argument. The limit shows that no fixed power of $N$ keeps the nominal effective number above a positive bound as $N$ grows. It is not a limit for the count computed from the samples, which stays at least one.

```lean
#print axioms HistogramReweighting.sampleFraction_copies
#print axioms HistogramReweighting.reweightingBase_eq_one_iff
#print axioms HistogramReweighting.polynomial_budget_fails
```

```
'HistogramReweighting.sampleFraction_copies' depends on axioms: [propext, Classical.choice, Quot.sound]
'HistogramReweighting.reweightingBase_eq_one_iff' depends on axioms: [propext, Classical.choice, Quot.sound]
'HistogramReweighting.polynomial_budget_fails' depends on axioms: [propext, Classical.choice, Quot.sound]
```
